# The energies of a free charge on a ring depend on the vector potential only through its mean

## A phase factor that fails to close

On an infinite line, a vector potential \(A(x)\) can be removed from the Schrödinger equation by multiplying the wave function by a phase. If the same is done on a ring without further thought, every \(A\) seems to give the energies \(n^2/2\) of a free particle. This is wrong already for the constant potential \(A=1/2\). The periodic waves \(e^{inx}\) then have energies \((n-1/2)^2/2\), the lowest level is \(1/8\), and there is no state of zero energy. The phase that removes \(A\) is \(e^{ix/2}\), which changes sign after one turn, so it turns periodic functions into antiperiodic ones.

What survives of \(A\) is its mean over the ring. For one non-interacting particle on an ideal ring, this is the flux dependence of the levels behind Aharonov–Bohm oscillations and persistent currents.

## The ring and its levels

Take a particle of unit mass and unit charge on a ring of radius one, with \(\hbar=1\) and no scalar potential. The coordinate \(x\) is the angle, and \(A\) is the tangential component of the vector potential, smooth, real and \(2\pi\)-periodic. Write

\[
D\psi=-i\psi'-A\psi,\qquad P(x)=\int_0^x A(t)\,dt,\qquad a=\frac{P(2\pi)}{2\pi}.
\]

The flux through the ring is \(2\pi a\), so \(a\) counts flux quanta. A complex number \(E\) is called an energy if \(\tfrac12D^2\psi=E\psi\) has a smooth \(2\pi\)-periodic solution that is not identically zero. The result is

\[
E\text{ is an energy}\iff E=\frac{(n-a)^2}{2}\text{ for some integer }n.
\]

That \(E\) is real is part of the conclusion.

## First-order waves

For complex \(k\), let \(w_k(x)=e^{i(kx+P(x))}\). Since \(P'=A\), we have \(w_k'=i(k+A)w_k\), and therefore

\[
Dw_k=(k+A)w_k-Aw_k=kw_k.
\]

The integral of a periodic function over any full period is the same, so \(P(x+2\pi)=P(x)+2\pi a\). It follows that

\[
w_k(x+2\pi)=e^{2\pi i(k+a)}w_k(x).
\]

There are no other solutions of \(D\varphi=k\varphi\) than multiples of \(w_k\). The equation says \(\varphi'=i(k+A)\varphi\), so

\[
\left(\frac{\varphi}{w_k}\right)'=\frac{i(k+A)\varphi w_k-\varphi\, i(k+A)w_k}{w_k^2}=0.
\]

Because \(w_k(0)=1\), this gives \(\varphi=\varphi(0)w_k\). If \(\varphi\) is periodic and not identically zero, then \(\varphi(0)\neq0\), and comparing \(\varphi(2\pi)\) with \(\varphi(0)\) gives \(e^{2\pi i(k+a)}=1\). Hence \(k=n-a\) for some integer \(n\).

## From first order to second order

Let \(\psi\) be a nonzero smooth periodic solution of \(\tfrac12D^2\psi=E\psi\). Choose a complex \(k\) with \(k^2=2E\) and set \(\varphi=D\psi+k\psi\), which is again smooth and periodic. Then

\[
D\varphi=D^2\psi+kD\psi=k^2\psi+kD\psi=k\varphi.
\]

If \(\varphi\) is not identically zero, the first-order result gives \(k=n-a\). If it is, then \(D\psi=-k\psi\), and the same result applied to \(\psi\) gives \(-k=n-a\). In both cases \(E=k^2/2=(n-a)^2/2\).

Conversely, put \(k=n-a\). Then \(w_k\) is smooth, nowhere zero and periodic, because \(e^{2\pi in}=1\), and \(\tfrac12D^2w_k=\tfrac12k^2w_k\).

## Zero energy and equal spectra

Setting \(E=0\) shows that a zero-energy state exists exactly when \(a\) is an integer.

Now let a second potential have mean \(b\). If both give the same energies, the level \(a^2/2\) of the first equals \((n-b)^2/2\) for some integer \(n\), so \(n-b=\pm a\). Thus \(b=n-a\) or \(b=n+a\). In the other direction, if \(b=a+m\) with \(m\) an integer, then \(n-a=(n+m)-b\). If \(b=m-a\), then \(n-a=-((m-n)-b)\). Either way the two lists of squares agree. So the energies coincide exactly when the means differ by an integer or add up to an integer.

## Two potentials worked out

For \(A=0\) the mean vanishes, the waves are \(e^{inx}\), and the energies are \(n^2/2\).

For \(A(x)=\tfrac14+\cos x\) the mean is \(a=\tfrac14\). The lowest energies are

\[
\tfrac1{32},\quad \tfrac9{32},\quad \tfrac{25}{32},\quad \tfrac{49}{32}\qquad\text{for } n=0,\,1,\,-1,\,2.
\]

The ground state has \(k=-\tfrac14\) and \(P(x)=x/4+\sin x\), so it is \(e^{i\sin x}\). Directly, \(De^{i\sin x}=(\cos x-\tfrac14-\cos x)e^{i\sin x}=-\tfrac14e^{i\sin x}\). The constant potential \(\tfrac34\) has the same energies, since the means add up to one.

## The statement in Lean

Functions live on the real line, and the ring enters through `Function.Periodic` with period `2 * Real.pi`. The operator \(D\) is `covD`, \(P\) is `linePhase`, and \(w_k\) is `dressedWave`. The mean \(a\) is called `meanField`; the name has nothing to do with a mean-field approximation.

`IsRingEnergy A E` is the definition of an energy given above, with `E` complex and `ψ ≠ 0` meaning that the function is not identically zero. Smoothness, `ContDiff ℝ ∞`, is required of both \(\psi\) and \(A\), so every derivative in \(D^2\psi\) is a genuine one. In `isRingEnergy_iff` the right-hand side is a real number regarded as a complex one, which expresses the reality of \(E\). The two consequences are `zero_energy_iff` and `same_energies_iff`.

The theorems concern the set of energies of smooth solutions. They do not count degeneracies, and they do not construct a self-adjoint operator on a Hilbert space. The one-dimensional model is assumed, not derived from a wire of finite thickness, and it leaves out the impurities and the interactions between electrons that can be present in a real ring.

```lean
import Mathlib

open Complex
open scoped ContDiff

namespace RingSpectrum

noncomputable section

/-- The covariant momentum `D_A ψ = -i ψ' - A ψ` on the line, in units with `ħ` and the charge
equal to one. -/
def covD (A : ℝ → ℝ) (ψ : ℝ → ℂ) (x : ℝ) : ℂ := -I * deriv ψ x - A x * ψ x

/-- The line integral of the vector potential from `0` to `x`. -/
def linePhase (A : ℝ → ℝ) (x : ℝ) : ℝ := ∫ t in (0 : ℝ)..x, A t

/-- The mean of the vector potential over the period from `0` to `2π`. -/
def meanField (A : ℝ → ℝ) : ℝ := linePhase A (2 * Real.pi) / (2 * Real.pi)

/-- The plane wave of wave number `k` dressed with the phase of the vector potential. -/
def dressedWave (A : ℝ → ℝ) (k : ℂ) (x : ℝ) : ℂ := exp (I * (k * x + linePhase A x))

/-- `E` is an energy of the ring: `D_A² ψ / 2 = E ψ` has a nonzero smooth `2π`-periodic
solution. -/
def IsRingEnergy (A : ℝ → ℝ) (E : ℂ) : Prop :=
  ∃ ψ : ℝ → ℂ, ContDiff ℝ ∞ ψ ∧ Function.Periodic ψ (2 * Real.pi) ∧ ψ ≠ 0 ∧
    ∀ x, covD A (covD A ψ) x / 2 = E * ψ x

/-- For continuous `A`, the dressed wave has logarithmic derivative `i (k + A)`. -/
theorem hasDerivAt_dressedWave {A : ℝ → ℝ} (hA : Continuous A) (k : ℂ) (x : ℝ) :
    HasDerivAt (dressedWave A k) (I * (k + A x) * dressedWave A k x) x := by
  have hP : HasDerivAt (linePhase A) (A x) x := (hA.integral_hasStrictDerivAt 0 x).hasDerivAt
  have hx : HasDerivAt (fun y : ℝ => (y : ℂ)) 1 x := by
    simpa using (hasDerivAt_id x).ofReal_comp
  have h1 := ((hx.const_mul k).fun_add hP.ofReal_comp).const_mul I
  exact h1.cexp.congr_deriv (by simp only [dressedWave]; ring)

/-- For continuous `A`, the dressed wave is an eigenfunction of the covariant momentum with
eigenvalue `k`. -/
theorem covD_dressedWave {A : ℝ → ℝ} (hA : Continuous A) (k : ℂ) (x : ℝ) :
    covD A (dressedWave A k) x = k * dressedWave A k x := by
  simp only [covD]
  rw [(hasDerivAt_dressedWave hA k x).deriv]
  linear_combination (-((k + A x) * dressedWave A k x)) * I_sq

/-- For continuous `2π`-periodic `A`, one trip around the ring multiplies the dressed wave by
`exp (2πi (k + a))`, where `a` is the mean of `A`. -/
theorem dressedWave_add_period {A : ℝ → ℝ} (hA : Continuous A)
    (hp : Function.Periodic A (2 * Real.pi)) (k : ℂ) (x : ℝ) :
    dressedWave A k (x + 2 * Real.pi) =
      exp (2 * Real.pi * I * (k + meanField A)) * dressedWave A k x := by
  have hP : linePhase A (x + 2 * Real.pi) = linePhase A x + 2 * Real.pi * meanField A := by
    have h1 := intervalIntegral.integral_add_adjacent_intervals
      (hA.intervalIntegrable (μ := MeasureTheory.volume) 0 x)
      (hA.intervalIntegrable x (x + 2 * Real.pi))
    have h2 := hp.intervalIntegral_add_eq x 0
    rw [zero_add] at h2
    have h3 : 2 * Real.pi * meanField A = linePhase A (2 * Real.pi) := by
      have := Real.pi_ne_zero
      unfold meanField
      field_simp
    rw [h3]
    unfold linePhase
    rw [← h1, h2]
  unfold dressedWave
  rw [← Complex.exp_add, hP]
  congr 1
  push_cast
  ring

/-- For continuous `A`, every differentiable eigenfunction of the covariant momentum with
eigenvalue `k` is a multiple of the dressed wave. -/
theorem eq_dressedWave {A : ℝ → ℝ} (hA : Continuous A) {k : ℂ} {φ : ℝ → ℂ}
    (hφ : Differentiable ℝ φ) (h : ∀ x, covD A φ x = k * φ x) (x : ℝ) :
    φ x = φ 0 * dressedWave A k x := by
  have hne : ∀ y, dressedWave A k y ≠ 0 := fun y => Complex.exp_ne_zero _
  -- the quotient of the two functions has zero derivative
  have hq : ∀ y, HasDerivAt (fun z => φ z / dressedWave A k z) 0 y := by
    intro y
    have hy := h y
    simp only [covD] at hy
    have hd : deriv φ y = I * (k + A y) * φ y := by
      linear_combination I * hy + deriv φ y * I_sq
    refine ((hφ y).hasDerivAt.fun_div (hasDerivAt_dressedWave hA k y) (hne y)).congr_deriv ?_
    rw [hd, div_eq_zero_iff]
    left
    ring
  have hc := is_const_of_deriv_eq_zero (fun y => (hq y).differentiableAt)
    (fun y => (hq y).deriv) x 0
  have h0 : dressedWave A k 0 = 1 := by simp [dressedWave, linePhase]
  simp only [h0, div_one] at hc
  exact (div_eq_iff (hne x)).1 hc

/-- For a smooth real `2π`-periodic vector potential of mean `a`, a complex number `E` is an
energy of the ring if and only if `E = (n - a)² / 2` for some integer `n`. -/
theorem isRingEnergy_iff {A : ℝ → ℝ} (hA : ContDiff ℝ ∞ A)
    (hp : Function.Periodic A (2 * Real.pi)) (E : ℂ) :
    IsRingEnergy A E ↔ ∃ n : ℤ, E = (((n - meanField A) ^ 2 / 2 : ℝ) : ℂ) := by
  have hc := hA.continuous
  constructor
  · rintro ⟨ψ, hψ, hper, hne, hE⟩
    -- single-valuedness quantises the eigenvalues of the covariant momentum
    have key : ∀ (q : ℂ) (φ : ℝ → ℂ), Differentiable ℝ φ → Function.Periodic φ (2 * Real.pi) →
        φ ≠ 0 → (∀ x, covD A φ x = q * φ x) → ∃ n : ℤ, q = n - meanField A := by
      intro q φ hd hφp hφ0 hφ
      have hw := eq_dressedWave hc hd hφ
      have h0 : φ 0 ≠ 0 := fun h => hφ0 (funext fun x => by rw [hw x, h]; simp)
      have h1 := hφp 0
      rw [hw (0 + 2 * Real.pi), dressedWave_add_period hc hp] at h1
      have h2 : dressedWave A q 0 = 1 := by simp [dressedWave, linePhase]
      rw [h2, mul_one] at h1
      obtain ⟨n, hn⟩ := Complex.exp_eq_one_iff.1 (mul_left_cancel₀ h0 (h1.trans (mul_one _).symm))
      refine ⟨n, ?_⟩
      have h3 : q + meanField A = n :=
        mul_left_cancel₀ Complex.two_pi_I_ne_zero (by linear_combination hn)
      linear_combination h3
    obtain ⟨k, hk⟩ := IsAlgClosed.exists_pow_nat_eq (2 * E) (n := 2) (by norm_num)
    have hdψ : Differentiable ℝ ψ := (contDiff_infty_iff_deriv.1 hψ).1
    have hD : Differentiable ℝ (covD A ψ) := by
      have h1 : Differentiable ℝ (deriv ψ) :=
        (contDiff_infty_iff_deriv.1 (contDiff_infty_iff_deriv.1 hψ).2).1
      have h2 : Differentiable ℝ A := (contDiff_infty_iff_deriv.1 hA).1
      intro x
      exact (((h1 x).hasDerivAt.const_mul (-I)).fun_sub
        ((h2 x).hasDerivAt.ofReal_comp.fun_mul (hdψ x).hasDerivAt)).differentiableAt
    have hDp : Function.Periodic (covD A ψ) (2 * Real.pi) := by
      intro x
      have h1 : deriv (fun y => ψ (y + 2 * Real.pi)) x = deriv ψ (x + 2 * Real.pi) := by
        rw [deriv_comp_add_const]
      rw [show (fun y => ψ (y + 2 * Real.pi)) = ψ from funext hper] at h1
      simp only [covD]
      rw [← h1, hp x, hper x]
    -- factorise `D² - k² = (D - k)(D + k)`
    by_cases hφ : (fun x => covD A ψ x + k * ψ x) = 0
    · obtain ⟨n, hn⟩ := key (-k) ψ hdψ hper hne (fun x => by
        have h1 : covD A ψ x + k * ψ x = 0 := congrFun hφ x
        linear_combination h1)
      refine ⟨n, ?_⟩
      push_cast
      rw [← hn]
      linear_combination (-1 / 2) * hk
    · obtain ⟨n, hn⟩ := key k _ (fun x => ((hD x).hasDerivAt.fun_add
          ((hdψ x).hasDerivAt.const_mul k)).differentiableAt)
        (fun x => by simp only [hDp x, hper x]) hφ (fun x => by
          have h1 := hE x
          have h2 := ((hD x).hasDerivAt.fun_add ((hdψ x).hasDerivAt.const_mul k)).deriv
          have h3 : covD A (fun y => covD A ψ y + k * ψ y) x =
              covD A (covD A ψ) x + k * covD A ψ x := by
            rw [covD, h2, covD.eq_1 A (covD A ψ) x, covD.eq_1 A ψ x]
            ring
          rw [h3]
          linear_combination 2 * h1 - ψ x * hk)
      refine ⟨n, ?_⟩
      push_cast
      rw [← hn]
      linear_combination (-1 / 2) * hk
  · rintro ⟨n, rfl⟩
    -- the dressed wave with `k = n - a` closes on itself
    set k : ℂ := n - meanField A with hk
    refine ⟨dressedWave A k, ?_, ?_, fun h => Complex.exp_ne_zero _ (congrFun h 0), ?_⟩
    · have hP : ∀ x, HasDerivAt (linePhase A) (A x) x :=
        fun x => (hc.integral_hasStrictDerivAt 0 x).hasDerivAt
      have hPs : ContDiff ℝ ∞ (linePhase A) := by
        refine contDiff_infty_iff_deriv.2 ⟨fun x => (hP x).differentiableAt, ?_⟩
        rw [show deriv (linePhase A) = A from funext fun x => (hP x).deriv]
        exact hA
      exact (contDiff_const.mul ((contDiff_const.mul Complex.ofRealCLM.contDiff).add
        (Complex.ofRealCLM.contDiff.comp hPs))).cexp
    · intro x
      rw [dressedWave_add_period hc hp,
        show 2 * Real.pi * I * (k + meanField A) = n * (2 * Real.pi * I) by rw [hk]; ring,
        Complex.exp_int_mul_two_pi_mul_I, one_mul]
    · intro x
      rw [show covD A (dressedWave A k) = fun y => k * dressedWave A k y from
        funext (covD_dressedWave hc k)]
      simp only [covD]
      rw [((hasDerivAt_dressedWave hc k x).const_mul k).deriv]
      push_cast
      rw [← hk]
      linear_combination (-(k * (k + A x) * dressedWave A k x) / 2) * I_sq

/-- For a smooth real `2π`-periodic vector potential, the ring has a state of zero energy if and
only if the mean of the potential is an integer. -/
theorem zero_energy_iff {A : ℝ → ℝ} (hA : ContDiff ℝ ∞ A)
    (hp : Function.Periodic A (2 * Real.pi)) :
    IsRingEnergy A 0 ↔ ∃ n : ℤ, meanField A = n := by
  rw [isRingEnergy_iff hA hp]
  constructor
  · rintro ⟨n, h⟩
    have h1 : (0 : ℝ) = (n - meanField A) ^ 2 / 2 := by exact_mod_cast h
    have h2 : (n - meanField A) ^ 2 = 0 := by linarith
    have h3 := pow_eq_zero_iff (two_ne_zero) |>.1 h2
    exact ⟨n, by linarith⟩
  · rintro ⟨n, h⟩
    exact ⟨n, by rw [h]; simp⟩

/-- Two smooth real `2π`-periodic vector potentials give the same set of energies if and only if
their means differ by an integer or add up to an integer. -/
theorem same_energies_iff {A B : ℝ → ℝ} (hA : ContDiff ℝ ∞ A) (hB : ContDiff ℝ ∞ B)
    (hpA : Function.Periodic A (2 * Real.pi)) (hpB : Function.Periodic B (2 * Real.pi)) :
    (∀ E, IsRingEnergy A E ↔ IsRingEnergy B E) ↔
      ∃ m : ℤ, meanField B = meanField A + m ∨ meanField B = m - meanField A := by
  simp only [isRingEnergy_iff hA hpA, isRingEnergy_iff hB hpB]
  constructor
  · intro h
    -- compare the level `n = 0` of `A` with the levels of `B`
    obtain ⟨n, hn⟩ := (h _).1 ⟨0, rfl⟩
    have h1 := Complex.ofReal_injective hn
    push_cast at h1
    have h2 : meanField A ^ 2 = (n - meanField B) ^ 2 := by linarith
    refine ⟨n, ?_⟩
    rcases sq_eq_sq_iff_eq_or_eq_neg.1 h2 with h3 | h3
    · right; linarith
    · left; linarith
  · rintro ⟨m, h | h⟩ E
    · constructor
      · rintro ⟨n, rfl⟩
        exact ⟨n + m, by rw [h]; push_cast; ring⟩
      · rintro ⟨n, rfl⟩
        exact ⟨n - m, by rw [h]; push_cast; ring⟩
    · constructor
      · rintro ⟨n, rfl⟩
        exact ⟨m - n, by rw [h]; push_cast; ring⟩
      · rintro ⟨n, rfl⟩
        exact ⟨m - n, by rw [h]; push_cast; ring⟩

end

end RingSpectrum
```

```lean
#print axioms RingSpectrum.isRingEnergy_iff
-- 'RingSpectrum.isRingEnergy_iff' depends on axioms: [propext, Classical.choice, Quot.sound]
#print axioms RingSpectrum.zero_energy_iff
-- 'RingSpectrum.zero_energy_iff' depends on axioms: [propext, Classical.choice, Quot.sound]
#print axioms RingSpectrum.same_energies_iff
-- 'RingSpectrum.same_energies_iff' depends on axioms: [propext, Classical.choice, Quot.sound]
```

## How the lemmas carry the argument

`hasDerivAt_dressedWave` combines the fundamental theorem of calculus for \(P\) with the chain rule. `covD_dressedWave` turns this into \(Dw_k=kw_k\), where `linear_combination` supplies \(i^2=-1\). `dressedWave_add_period` splits the integral up to \(x+2\pi\) at \(x\) and moves the remaining full period back to the origin. `eq_dressedWave` differentiates the quotient \(\varphi/w_k\) and concludes with `is_const_of_deriv_eq_zero`. These lemmas need only continuity of \(A\), with periodicity added for the translation rule.

In the forward half of `isRingEnergy_iff`, the local statement `key` is the quantisation \(k=n-a\) for first-order waves. It is stated for any eigenvalue `q` because it is used twice, with \(k\) and with \(-k\). The square root of \(2E\) comes from the algebraic closedness of the complex numbers, so no sign or reality of \(E\) is needed. The facts `hD` and `hDp` say that \(D\psi\) is differentiable and periodic. The `by_cases` line then separates \(\varphi=0\) from \(\varphi\neq0\), and the identity `h3` expands \(D\varphi\).

The converse half supplies `dressedWave A k` with \(k=n-a\). Its smoothness follows from that of `linePhase A`, whose derivative is the smooth function \(A\). Periodicity follows from \(e^{2\pi in}=1\), and the energy from applying \(D\) twice.

The last two theorems rewrite with `isRingEnergy_iff` and are then algebra with integers and squares. In `same_energies_iff`, the forward direction uses only the level \(n=0\) of the first potential, as in the derivation above.
